# Mayer bond orders of a closed-shell density as traces over its occupied orbitals

Each basis function is assigned to exactly one atom, by a map `atom : n → α` from the finite set `n` of basis functions to the set `α` of atoms. This is the Mulliken-type partition on which Mayer bond orders rest. It divides up the basis and not physical space, so the numbers depend on the basis set. A function placed at a bond midpoint belongs to no atom by its position, so its assignment is a choice that can affect the numbers.

The finite set `m` labels the doubly occupied orbitals. Their real coefficients form the matrix $C$, with one row per basis function and one column per orbital, and $S$ is the overlap matrix of the basis.

```lean
import Mathlib

open Matrix

namespace MayerBondOrderFromOrbitals

noncomputable section

variable {n m α : Type*} [Fintype n] [DecidableEq n] [Fintype m] [DecidableEq α]
```

The projector $E_A$ is diagonal, with entry 1 for a function on atom $A$ and 0 otherwise.

```lean
/-- The diagonal projector on the basis functions of atom `A`. -/
def atomProj (atom : n → α) (A : α) : Matrix n n ℝ :=
  Matrix.diagonal fun μ => if atom μ = A then 1 else 0
```

For orthonormal orbitals the density matrix is $P = 2CC^T$, where the factor 2 stands for double occupation. The results for this density apply to a real, closed-shell single determinant; open shells and correlated densities are not treated.

```lean
/-- The closed-shell density matrix `P = 2 C Cᵀ` of doubly occupied orbitals `C`. -/
def density (C : Matrix n m ℝ) : Matrix n n ℝ := (2 : ℝ) • (C * Cᵀ)
```

Each atom also has a matrix in the space of occupied orbitals, which is usually smaller than the basis: $M^A = C^T S E_A C$.

```lean
/-- The matrix `M^A = Cᵀ S E_A C` of atom `A` in the space of occupied orbitals. -/
def atomicMatrix (atom : n → α) (S : Matrix n n ℝ) (C : Matrix n m ℝ) (A : α) :
    Matrix m m ℝ :=
  Cᵀ * S * atomProj atom A * C
```

The Mayer bond order is defined without reference to $M^A$, so its trace formula is a theorem and not a definition:

$$B_{AB} = \sum_{\mu\in A}\sum_{\nu\in B}(PS)_{\mu\nu}(PS)_{\nu\mu}.$$

The definition also gives a value for $A = B$, which is not a bond but is needed in the sum rule of part (f).

```lean
/-- The Mayer bond order: the sum of `(PS)_μν (PS)_νμ` over `μ` on `A` and `ν` on `B`. -/
def mayerBondOrder (atom : n → α) (S P : Matrix n n ℝ) (A B : α) : ℝ :=
  ∑ μ with atom μ = A, ∑ ν with atom ν = B, (P * S) μ ν * (P * S) ν μ
```

The Mulliken population is $N_A = \sum_{\mu\in A}(PS)_{\mu\mu}$.

```lean
/-- The Mulliken population of atom `A`: the sum of `(PS)_μμ` over `μ` on `A`. -/
def mullikenPopulation (atom : n → α) (S P : Matrix n n ℝ) (A : α) : ℝ :=
  ∑ μ with atom μ = A, (P * S) μ μ
```

In the general theorems `S` is any real square matrix. A true overlap matrix is symmetric, but none of the proofs uses this. Orthonormality of the orbitals, $C^T S C = 1$, appears as the hypothesis `hC` only where it is needed.

For closed-shell determinants, the results express Mayer bond orders and Mulliken populations as traces of matrices whose size is the number of occupied orbitals. This helps to interpret the numbers and is not meant as a faster way to compute them.

## (a) The atomic projectors sum to the identity

Show that $\sum_A E_A = 1$ for a finite set of atoms.

Take the entry $(i,j)$, where $i$ and $j$ are basis functions. If $i \neq j$, every $E_A$ has a zero there. If $i = j$, the sum counts the atoms $A$ with `atom i = A`, and there is exactly one. The proof makes the same case distinction.

```lean
omit [Fintype n] in
/-- The atomic projectors sum to the identity on the basis functions. -/
theorem sum_atomProj [Fintype α] (atom : n → α) :
    ∑ A, atomProj atom A = 1 := by
  ext i j
  rw [Matrix.sum_apply]
  by_cases h : i = j
  · subst h
    simp [atomProj]
  · simp [atomProj, h]
```

## (b) The matrices $M^A$ sum to the identity

Show that $\sum_A M^A = 1$ for orthonormal orbitals.

The factors $C^T S$ and $C$ do not depend on $A$, so they can be taken out of the sum:

$$\sum_A C^T S E_A C = C^T S\Big(\sum_A E_A\Big)C = C^T S C = 1.$$

In Lean, `Matrix.sum_mul` and `Matrix.mul_sum`, read from right to left, take the factors out; part (a) and `hC` finish the proof.

```lean
omit [Fintype m] in
/-- For orthonormal occupied orbitals the atomic matrices `M^A` sum to the identity. -/
theorem sum_atomicMatrix [Fintype α] [DecidableEq m] (atom : n → α)
    (S : Matrix n n ℝ) (C : Matrix n m ℝ) (hC : Cᵀ * S * C = 1) :
    ∑ A, atomicMatrix atom S C A = 1 := by
  unfold atomicMatrix
  rw [← Matrix.sum_mul, ← Matrix.mul_sum, sum_atomProj, Matrix.mul_one, hC]
```

## (c) The bond order as a trace over basis functions

Show that $B_{AB} = \mathrm{tr}(E_A PS\, E_B PS)$ for any matrices $P$ and $S$.

Write $X = PS$. Since the projectors are diagonal,

$$\mathrm{tr}(E_A X E_B X) = \sum_\mu\sum_\nu (E_A)_{\mu\mu}X_{\mu\nu}(E_B)_{\nu\nu}X_{\nu\mu}.$$

The projector entries keep only $\mu$ on $A$ and $\nu$ on $B$, which leaves the defining double sum. The proof also replaces $PS$ by a single matrix `X`, turns the restricted sums into sums with an if-condition, and compares them term by term in $\mu$.

```lean
/-- The Mayer bond order is the trace of `E_A P S E_B P S`. -/
theorem mayerBondOrder_eq_trace (atom : n → α) (S P : Matrix n n ℝ) (A B : α) :
    mayerBondOrder atom S P A B =
      Matrix.trace ((atomProj atom A * (P * S)) * (atomProj atom B * (P * S))) := by
  unfold mayerBondOrder atomProj
  generalize P * S = X
  simp only [Matrix.trace, Matrix.diag_apply, Finset.sum_filter]
  refine Finset.sum_congr rfl fun μ _ => ?_
  rw [Matrix.mul_apply]
  simp only [Matrix.diagonal_mul]
  by_cases h : atom μ = A <;> simp [h]
```

## (d) The bond order as a trace over occupied orbitals

Show that $B_{AB} = 4\,\mathrm{tr}(M^A M^B)$ for $P = 2CC^T$.

Inserting $PS = 2CC^T S$ twice into part (c) gives

$$B_{AB} = 4\,\mathrm{tr}\big(E_A C\; C^T S E_B C\; C^T S\big).$$

Moving the first factor $E_A C$ to the end, which the trace allows, gives

$$B_{AB} = 4\,\mathrm{tr}\big(C^T S E_B C\; C^T S E_A C\big) = 4\,\mathrm{tr}(M^B M^A) = 4\,\mathrm{tr}(M^A M^B).$$

The algebra does not use orthonormality, but $2CC^T$ is the density matrix of the determinant only if the orbitals are orthonormal. In the proof, `h` collects the factor 4, and the two uses of `Matrix.trace_mul_comm` are the two cyclic moves.

```lean
/-- Every Mayer bond order of a closed-shell density is `4 tr(M^A M^B)`. -/
theorem mayerBondOrder_eq_four_trace (atom : n → α) (S : Matrix n n ℝ)
    (C : Matrix n m ℝ) (A B : α) :
    mayerBondOrder atom S (density C) A B =
      4 * Matrix.trace (atomicMatrix atom S C A * atomicMatrix atom S C B) := by
  -- each density matrix contributes a factor two
  have h : (atomProj atom A * (density C * S)) * (atomProj atom B * (density C * S)) =
      (4 : ℝ) • ((atomProj atom A * C) *
        (Cᵀ * S * atomProj atom B * C * (Cᵀ * S))) := by
    simp only [density, Matrix.smul_mul, Matrix.mul_smul, smul_smul, Matrix.mul_assoc]
    norm_num
  -- cyclicity of the trace moves the orbitals to the outside
  rw [mayerBondOrder_eq_trace, h, Matrix.trace_smul, smul_eq_mul,
    Matrix.trace_mul_comm (atomProj atom A * C) _,
    Matrix.trace_mul_comm (atomicMatrix atom S C A) (atomicMatrix atom S C B)]
  simp only [atomicMatrix, Matrix.mul_assoc]
```

## (e) The Mulliken population as a trace

Show that $N_A = 2\,\mathrm{tr}\,M^A$.

The same steps with a single factor $PS$ give

$$N_A = \mathrm{tr}(E_A PS) = 2\,\mathrm{tr}(E_A C\,C^T S) = 2\,\mathrm{tr}(C^T S E_A C) = 2\,\mathrm{tr}\,M^A.$$

Here `h1` is the first equality, `h2` inserts the density, and cyclicity does the rest.

```lean
/-- The Mulliken population of atom `A` is `2 tr M^A`. -/
theorem mullikenPopulation_eq_two_trace (atom : n → α) (S : Matrix n n ℝ)
    (C : Matrix n m ℝ) (A : α) :
    mullikenPopulation atom S (density C) A =
      2 * Matrix.trace (atomicMatrix atom S C A) := by
  have h1 : mullikenPopulation atom S (density C) A =
      Matrix.trace (atomProj atom A * (density C * S)) := by
    unfold mullikenPopulation atomProj
    simp only [Matrix.trace, Matrix.diag_apply, Finset.sum_filter, Matrix.diagonal_mul,
      ite_mul, one_mul, zero_mul]
  have h2 : atomProj atom A * (density C * S) =
      (2 : ℝ) • ((atomProj atom A * C) * (Cᵀ * S)) := by
    simp only [density, Matrix.smul_mul, Matrix.mul_smul, Matrix.mul_assoc]
  rw [h1, h2, Matrix.trace_smul, smul_eq_mul,
    Matrix.trace_mul_comm (atomProj atom A * C) (Cᵀ * S)]
  simp only [atomicMatrix, Matrix.mul_assoc]
```

## (f) Bond orders summed over all atoms

Show that $\sum_B B_{AB} = 2N_A$ for orthonormal orbitals, with $B = A$ included.

By parts (d), (b) and (e), in this order,

$$\sum_B B_{AB} = 4\,\mathrm{tr}\Big(M^A\sum_B M^B\Big) = 4\,\mathrm{tr}\,M^A = 2N_A.$$

The rewriting steps in Lean follow this line.

```lean
/-- For orthonormal orbitals the bond orders of atom `A` with all atoms, itself included,
sum to twice its Mulliken population. -/
theorem sum_mayerBondOrder [Fintype α] [DecidableEq m] (atom : n → α)
    (S : Matrix n n ℝ) (C : Matrix n m ℝ) (hC : Cᵀ * S * C = 1) (A : α) :
    ∑ B, mayerBondOrder atom S (density C) A B =
      2 * mullikenPopulation atom S (density C) A := by
  simp only [mayerBondOrder_eq_four_trace]
  rw [← Finset.mul_sum, ← Matrix.trace_sum, ← Matrix.mul_sum,
    sum_atomicMatrix atom S C hC, Matrix.mul_one, mullikenPopulation_eq_two_trace]
  ring
```

## (g) Bond orders summed over the other atoms

Show that $\sum_{B\neq A}B_{AB} = 4\,\mathrm{tr}\big(M^A(1-M^A)\big)$ for orthonormal orbitals.

Subtract the term $B = A$ from the sum in part (f):

$$\sum_{B\neq A}B_{AB} = 4\,\mathrm{tr}\,M^A - 4\,\mathrm{tr}(M^A M^A) = 4\,\mathrm{tr}\big(M^A(1-M^A)\big).$$

In Lean the other atoms are `Finset.univ.erase A`. The lemma `Finset.add_sum_erase` splits off the term for $A$, and `linarith` combines the equations.

```lean
/-- For orthonormal orbitals the bond orders of atom `A` with all other atoms sum to
`4 tr(M^A (1 - M^A))`. -/
theorem sum_mayerBondOrder_others [Fintype α] [DecidableEq m] (atom : n → α)
    (S : Matrix n n ℝ) (C : Matrix n m ℝ) (hC : Cᵀ * S * C = 1) (A : α) :
    ∑ B ∈ Finset.univ.erase A, mayerBondOrder atom S (density C) A B =
      4 * Matrix.trace (atomicMatrix atom S C A * (1 - atomicMatrix atom S C A)) := by
  have h := Finset.add_sum_erase Finset.univ
    (fun B => mayerBondOrder atom S (density C) A B) (Finset.mem_univ A)
  have hs := sum_mayerBondOrder atom S C hC A
  have hq := mullikenPopulation_eq_two_trace atom S C A
  have hd := mayerBondOrder_eq_four_trace atom S C A A
  rw [Matrix.mul_sub, Matrix.mul_one, Matrix.trace_sub]

  linarith
```

## (h) One contribution per orbital

Suppose that the orthonormal orbitals make $M^A$ diagonal, with entries $d_i$. Show that the sum in part (g) equals $4\sum_i d_i(1-d_i)$.

The matrix $M^A(1-M^A)$ is then diagonal with entries $d_i(1-d_i)$, and its trace is their sum. An orbital with $d_i = 1/2$, shared equally between $A$ and the rest, contributes 1; an orbital with $d_i = 0$ or $d_i = 1$ contributes nothing.

The diagonal form is assumed in `hd`, not derived. It is a real restriction: $M^A$ need not be symmetric, and if it is not, no orthogonal rotation of the orbitals makes it diagonal. Nor are the $d_i$ confined to the interval from 0 to 1: their sum is $N_A/2$, and a Mulliken population can be negative.

```lean
/-- If the orthonormal orbitals diagonalise `M^A` with entries `d i`, the bond orders of `A`
with all other atoms sum to `4 ∑ d i (1 - d i)`, one term per orbital. -/
theorem sum_mayerBondOrder_others_of_diagonal [Fintype α] [DecidableEq m] (atom : n → α)
    (S : Matrix n n ℝ) (C : Matrix n m ℝ) (hC : Cᵀ * S * C = 1) (A : α) (d : m → ℝ)
    (hd : atomicMatrix atom S C A = Matrix.diagonal d) :
    ∑ B ∈ Finset.univ.erase A, mayerBondOrder atom S (density C) A B =
      4 * ∑ i, d i * (1 - d i) := by
  rw [sum_mayerBondOrder_others atom S C hC A, hd]
  congr 1
  simp only [Matrix.trace, Matrix.diag_apply, Matrix.diagonal_mul, Matrix.sub_apply,
    Matrix.one_apply_eq, Matrix.diagonal_apply_eq]
```

## (i) A polar bond with overlap 1/4

Two normalised functions, one on each of the centres 0 and 1, have overlap $1/4$. One doubly occupied orbital has the coefficients $1/2$ and $3/4$. Check that it is normalised and find the bond order.

```lean
/-- The overlap matrix of two normalised functions with overlap `1/4`. -/
def polarS : Matrix (Fin 2) (Fin 2) ℝ := !![1, 1/4; 1/4, 1]

/-- A polar two-centre orbital with coefficients `1/2` and `3/4`. -/
def polarC : Matrix (Fin 2) (Fin 1) ℝ := !![1/2; 3/4]
```

First multiply the orbital by the overlap matrix:

$$SC = \begin{pmatrix}1/2+3/16\\ 1/8+3/4\end{pmatrix} = \begin{pmatrix}11/16\\ 7/8\end{pmatrix}.$$

With one orbital, the atomic matrices are numbers:

$$M^0 = \tfrac{11}{16}\cdot\tfrac12 = \tfrac{11}{32},\qquad M^1 = \tfrac78\cdot\tfrac34 = \tfrac{21}{32}.$$

They sum to 1, which is the normalisation. The populations are $N_0 = 11/16$ and $N_1 = 21/16$, and the bond order is

$$B_{01} = 4\cdot\tfrac{11}{32}\cdot\tfrac{21}{32} = \tfrac{231}{256}\approx 0.90.$$

It would be a mistake to replace $(PS)_{\mu\nu}(PS)_{\nu\mu}$ by $(PS)_{\mu\nu}^2$. Although $P$ and $S$ are symmetric here, their product is not: $(PS)_{01} = 7/8$ and $(PS)_{10} = 33/32$. Their product is the correct $231/256$, whereas squaring the first gives $196/256$. In an orthonormal basis, $S = 1$, the two expressions agree and the bond order is the Wiberg index $\sum_{\mu\in A}\sum_{\nu\in B}P_{\mu\nu}^2$.

The theorem states the symmetry of the overlap matrix, the normalisation and the bond order. Its atom map is `id`, since each centre carries one function. The proof expands the matrix products into entries and evaluates the fractions, working from the double sum and not from the trace formula.

```lean
/-- The polar orbital is normalised in a symmetric overlap matrix, and its doubly occupied
density has Mayer bond order `231/256` between the two centres. -/
theorem polar_witness :
    polarSᵀ = polarS ∧ polarCᵀ * polarS * polarC = 1 ∧
      mayerBondOrder (id : Fin 2 → Fin 2) polarS (density polarC) 0 1 = 231 / 256 := by
  refine ⟨?_, ?_, ?_⟩
  · ext i j
    fin_cases i <;> fin_cases j <;> simp [polarS]
  · ext i j
    fin_cases i
    fin_cases j
    simp [polarS, polarC, Matrix.mul_apply, Fin.sum_univ_succ]
    norm_num
  · -- expand all products into entries before inserting the numbers
    simp only [mayerBondOrder, density, Finset.sum_filter, Matrix.mul_apply,
      Matrix.smul_apply, Matrix.transpose_apply, Fin.sum_univ_two, smul_eq_mul, id]
    simp [polarS, polarC]
    norm_num

end

end MayerBondOrderFromOrbitals
```

```lean
#print axioms MayerBondOrderFromOrbitals.mayerBondOrder_eq_four_trace
#print axioms MayerBondOrderFromOrbitals.sum_mayerBondOrder_others_of_diagonal
```

```
'MayerBondOrderFromOrbitals.mayerBondOrder_eq_four_trace' depends on axioms: [propext, Classical.choice, Quot.sound]
'MayerBondOrderFromOrbitals.sum_mayerBondOrder_others_of_diagonal' depends on axioms: [propext, Classical.choice, Quot.sound]
```
